# The order-K coupling between |−K⟩ and |K⟩ in a rigid asymmetric top

## Two steps from −2 to 2

Take a rotor with angular momentum $J=2$ and write $|m\rangle$ for the state with projection $m$ on the body axis $z$. In units with $\hbar=1$, let the energy be $aJ_z^2$ plus a small asymmetry $V=b(J_+^2+J_-^2)$. The states $|{-2}\rangle$ and $|2\rangle$ are degenerate at $b=0$, and one action of $V$ cannot connect them, since it changes $m$ by two. Two actions can, through $|0\rangle$. Each contributes $b\cdot2\sqrt6$, and the energy denominator is $a(2^2-0^2)=4a$. The coupling is therefore $24b^2/(4a)=6b^2/a$.

## The general coupling

A rigid top with rotational constants $B_x,B_y,B_z$ has this form, up to a constant at fixed $J$, with $a=B_z-(B_x+B_y)/2$ and $b=(B_x-B_y)/4$. Let $1\le K\le J$ and $a\neq0$, and write
$$\ell_m=\sqrt{J(J+1)-m(m+1)}$$
for the coefficient of the step $m\to m+1$. The reduced resolvent $R$ removes $m=\pm K$ and divides every other amplitude by $a(K^2-m^2)$.

The term $\langle K|V(RV)^n|{-K}\rangle$ contains $n+1$ factors of $V$. Each raises $m$ by at most two, and $R$ leaves $m$ unchanged, so the term vanishes for $n+1<K$. At $n=K-1$ every step must go up, through the levels $-K+2(i+1)$ with $i=0,\dots,K-2$:
$$\langle K|V(RV)^{K-1}|{-K}\rangle=\frac{b^K\prod_{m=-K}^{K-1}\ell_m}{\prod_{i=0}^{K-2}a\,[K^2-(K-2(i+1))^2]}.$$

**Numerator.** Call the ladder product $P_K$, with $P_0=1$. For $K<J$, going to $K+1$ adds $\ell_{-K-1}$ and $\ell_K$. These are equal, with square $(J-K)(J+K+1)$, so
$$P_{K+1}=(J-K)(J+K+1)P_K,\qquad P_K=\frac{(J+K)!}{(J-K)!}.$$

**Denominator.** Each bracket equals $4(i+1)(K-1-i)$. Both $i+1$ and $K-1-i$ run through $1,\dots,K-1$, so the brackets multiply to $4^{K-1}((K-1)!)^2$.

Hence
$$\langle K|V(RV)^{K-1}|{-K}\rangle=\frac{b^K}{a^{K-1}4^{K-1}((K-1)!)^2}\,\frac{(J+K)!}{(J-K)!}.$$

## Numbers for J = K = 3

The squares of the ladder coefficients are $6,10,12,12,10,6$, so their roots multiply to $6\cdot10\cdot12=720=6!/0!$. The intermediate levels $m=\mp1$ each give $9-1=8$, and $8\cdot8=64=4^2(2!)^2$. The coupling is $720b^3/(64a^2)=45b^3/(4a^2)$.

## What the theorems say

A state is a function `ℤ → ℝ` of amplitudes. `chain J K a b n` is $V(RV)^n|{-K}\rangle$, built by applying the operators, and its value at `K` is the matrix element. Although `m` ranges over all integers, $\ell_J=\ell_{-J-1}=0$ keeps the state inside the multiplet.

`k_type_doubling` states the vanishing below order $K$ and the formula at order $K$, with the denominator multiplied across. The hypothesis `a ≠ 0` excludes the case in which all $m$ are degenerate at $b=0$. `coupling_ne_zero` adds that the order-$K$ coupling is nonzero for $b\ne0$, and `coupling_one` gives $bJ(J+1)$ for $K=1$.

K-type doubling itself is an energy splitting, whereas the theorems concern the matrix element that drives it; degenerate perturbation theory makes the leading splitting twice its magnitude. For a rigid rotor with $|b|J^2$ small compared with $|a|$, this offers a check on a numerically diagonalised rotational Hamiltonian. Centrifugal distortion is absent from the model.

## The file and its proof

In Lean 4 with Mathlib:

```lean
import Mathlib

open Finset
open scoped Nat

namespace KTypeDoubling

noncomputable section

/-- The ladder coefficient `⟨m+1|J₊|m⟩ = √(J(J+1) - m(m+1))`, for `-J ≤ m ≤ J`. -/
def ladder (J : ℕ) (m : ℤ) : ℝ := √((J : ℝ) * (J + 1) - (m : ℝ) * (m + 1))

/-- The state `|k⟩`, written as amplitudes over the projections `m`. -/
def ket (k : ℤ) : ℤ → ℝ := fun m => if m = k then 1 else 0

/-- The operator `J₊` acting on amplitudes. -/
def raising (J : ℕ) (c : ℤ → ℝ) : ℤ → ℝ := fun m => ladder J (m - 1) * c (m - 1)

/-- The operator `J₋` acting on amplitudes. -/
def lowering (J : ℕ) (c : ℤ → ℝ) : ℤ → ℝ := fun m => ladder J m * c (m + 1)

/-- The asymmetry perturbation `V = b (J₊² + J₋²)`. -/
def asymmetry (J : ℕ) (b : ℝ) (c : ℤ → ℝ) : ℤ → ℝ := fun m =>
  b * (raising J (raising J c) m + lowering J (lowering J c) m)

/-- The reduced resolvent `R` of the symmetric top energy `a m²` at the level `m = ±K`,
for `a ≠ 0`: it removes `m = ±K` and divides the other amplitudes by `a (K² - m²)`. -/
def resolvent (a : ℝ) (K : ℕ) (c : ℤ → ℝ) : ℤ → ℝ := fun m =>
  if m ^ 2 = (K : ℤ) ^ 2 then 0 else c m / (a * ((K : ℝ) ^ 2 - (m : ℝ) ^ 2))

/-- The state `V (R V)ⁿ |-K⟩`, which is of order `n + 1` in the asymmetry, for `a ≠ 0`. -/
def chain (J K : ℕ) (a b : ℝ) : ℕ → ℤ → ℝ
  | 0 => asymmetry J b (ket (-(K : ℤ)))
  | n + 1 => asymmetry J b (resolvent a K (chain J K a b n))

/-- If a state has no amplitude above `M`, the asymmetry gives none above `M + 2`, and the
amplitude at `M + 2` comes from two raising steps. -/
theorem asymmetry_top (J : ℕ) (b : ℝ) (c : ℤ → ℝ) (M : ℤ) (hc : ∀ m, M < m → c m = 0) :
    (∀ m, M + 2 < m → asymmetry J b c m = 0) ∧
      asymmetry J b c (M + 2) = b * (ladder J M * ladder J (M + 1)) * c M := by
  constructor
  · intro m hm
    simp only [asymmetry, raising, lowering]
    rw [hc (m - 1 - 1) (by omega), hc (m + 1 + 1) (by omega)]
    ring
  · simp only [asymmetry, raising, lowering]
    rw [hc (M + 2 + 1 + 1) (by omega), show M + 2 - 1 - 1 = M by ring,
      show M + 2 - 1 = M + 1 by ring]
    ring

/-- The state `|k⟩` has no amplitude above `k`. -/
theorem ket_above (k m : ℤ) (h : k < m) : ket k m = 0 := by
  simp only [ket]
  exact if_neg (by omega)

/-- At order `n + 1` the state grown from `|-K⟩` has no amplitude above `-K + 2(n+1)`. -/
theorem chain_above (J K : ℕ) (a b : ℝ) (n : ℕ) :
    ∀ m : ℤ, -(K : ℤ) + 2 * ((n : ℤ) + 1) < m → chain J K a b n m = 0 := by
  induction n with
  | zero =>
    intro m hm
    exact (asymmetry_top J b _ _ (ket_above (-(K : ℤ)))).1 m (by push_cast at hm; omega)
  | succ n ih =>
    intro m hm
    refine (asymmetry_top J b (resolvent a K (chain J K a b n))
      (-(K : ℤ) + 2 * ((n : ℤ) + 1)) ?_).1 m (by push_cast at hm; omega)
    intro m hm
    simp [resolvent, ih m hm]

/-- For `a ≠ 0` and `n < K`, the amplitude at `m = -K + 2(n+1)` at order `n + 1`, times the energy
denominators passed on the way, is `b^(n+1)` times the ladder coefficients passed. -/
theorem chain_top (J K : ℕ) {a : ℝ} (b : ℝ) (ha : a ≠ 0) (n : ℕ) (hn : n < K) :
    chain J K a b n (-(K : ℤ) + 2 * ((n : ℤ) + 1)) *
        ∏ i ∈ range n, (a * ((K : ℝ) ^ 2 - ((K : ℝ) - 2 * ((i : ℝ) + 1)) ^ 2)) =
      b ^ (n + 1) * ∏ i ∈ range (2 * (n + 1)), ladder J (-(K : ℤ) + (i : ℤ)) := by
  induction n with
  | zero =>
    have h := (asymmetry_top J b _ _ (ket_above (-(K : ℤ)))).2
    rw [show -(K : ℤ) + 2 * (((0 : ℕ) : ℤ) + 1) = -(K : ℤ) + 2 by norm_num]
    simp only [chain]
    rw [h]
    simp [ket, Finset.prod_range_succ]
  | succ n ih =>
    have ih := ih (by omega)
    have hs := chain_above J K a b n
    obtain ⟨M, hM⟩ : ∃ M : ℤ, M = -(K : ℤ) + 2 * ((n : ℤ) + 1) := ⟨_, rfl⟩
    rw [← hM] at ih hs
    have h : chain J K a b (n + 1) (M + 2) = b * (ladder J M * ladder J (M + 1)) *
        resolvent a K (chain J K a b n) M :=
      (asymmetry_top J b _ M (fun m hm => by simp [resolvent, hs m hm])).2
    -- the intermediate level is not degenerate with `±K`
    have hpos : 0 < ((n : ℤ) + 1) * ((K : ℤ) - n - 1) := mul_pos (by omega) (by omega)
    have hposR : 0 < ((n : ℝ) + 1) * ((K : ℝ) - n - 1) := by exact_mod_cast hpos
    have hne : ¬ M ^ 2 = (K : ℤ) ^ 2 := by
      intro h0
      rw [hM] at h0
      nlinarith
    have hd : a * ((K : ℝ) ^ 2 - ((K : ℝ) - 2 * ((n : ℝ) + 1)) ^ 2) ≠ 0 :=
      mul_ne_zero ha (ne_of_gt (by nlinarith))
    have hr : resolvent a K (chain J K a b n) M *
        (a * ((K : ℝ) ^ 2 - ((K : ℝ) - 2 * ((n : ℝ) + 1)) ^ 2)) = chain J K a b n M := by
      have he : a * ((K : ℝ) ^ 2 - (M : ℝ) ^ 2) =
          a * ((K : ℝ) ^ 2 - ((K : ℝ) - 2 * ((n : ℝ) + 1)) ^ 2) := by
        rw [hM]
        push_cast
        ring
      simp only [resolvent]
      rw [if_neg hne, he]
      exact div_mul_cancel₀ _ hd
    have c0 : -(K : ℤ) + 2 * (((n + 1 : ℕ) : ℤ) + 1) = M + 2 := by
      rw [hM]; push_cast; ring
    have c1 : -(K : ℤ) + ((2 * (n + 1) : ℕ) : ℤ) = M := by
      rw [hM]; push_cast; ring
    have c2 : -(K : ℤ) + ((2 * (n + 1) + 1 : ℕ) : ℤ) = M + 1 := by
      rw [hM]; push_cast; ring
    rw [c0, h, Finset.prod_range_succ _ n, show 2 * (n + 1 + 1) = 2 * (n + 1) + 1 + 1 by ring,
      Finset.prod_range_succ _ (2 * (n + 1) + 1), Finset.prod_range_succ _ (2 * (n + 1)), c1, c2]
    linear_combination b * ladder J M * ladder J (M + 1) *
      (∏ i ∈ range n, (a * ((K : ℝ) ^ 2 - ((K : ℝ) - 2 * ((i : ℝ) + 1)) ^ 2))) * hr +
      b * ladder J M * ladder J (M + 1) * ih

/-- For `K ≤ J`, the ladder coefficients from `m = -K` to `m = K - 1` multiply to
`(J+K)!/(J-K)!`. -/
theorem ladder_product (J K : ℕ) (hK : K ≤ J) :
    ∏ i ∈ range (2 * K), ladder J (-(K : ℤ) + (i : ℤ)) = ((J + K)! : ℝ) / ((J - K)! : ℝ) := by
  induction K with
  | zero =>
    have h : (J ! : ℝ) ≠ 0 := by exact_mod_cast Nat.factorial_ne_zero J
    simp [h]
  | succ K ih =>
    have ih := ih (by omega)
    obtain ⟨d, rfl⟩ : ∃ d, J = K + 1 + d := ⟨J - (K + 1), by omega⟩
    have e1 : ∀ i : ℕ, -((K + 1 : ℕ) : ℤ) + ((i + 1 : ℕ) : ℤ) = -(K : ℤ) + (i : ℤ) := by
      intro i; push_cast; ring
    have e2 : -(K : ℤ) + ((2 * K : ℕ) : ℤ) = K := by push_cast; ring
    have e3 : -((K + 1 : ℕ) : ℤ) + ((0 : ℕ) : ℤ) = -(K : ℤ) - 1 := by push_cast; ring
    -- the two new end factors are equal, so their product has no square root
    have hl : ladder (K + 1 + d) (-(K : ℤ) - 1) * ladder (K + 1 + d) K =
        ((d : ℝ) + 1) * (2 * K + d + 2) := by
      have h1 : ladder (K + 1 + d) (-(K : ℤ) - 1) = √(((d : ℝ) + 1) * (2 * K + d + 2)) := by
        unfold ladder; congr 1; push_cast; ring
      have h2 : ladder (K + 1 + d) K = √(((d : ℝ) + 1) * (2 * K + d + 2)) := by
        unfold ladder; congr 1; push_cast; ring
      rw [h1, h2]
      exact Real.mul_self_sqrt (by positivity)
    have hd : (d ! : ℝ) ≠ 0 := by exact_mod_cast Nat.factorial_ne_zero d
    have hd1 : ((d : ℝ) + 1) * (d ! : ℝ) ≠ 0 := mul_ne_zero (by positivity) hd
    rw [show 2 * (K + 1) = 2 * K + 1 + 1 by ring, Finset.prod_range_succ _ (2 * K + 1),
      Finset.prod_range_succ' _ (2 * K)]
    simp only [e1]
    rw [e2, e3, ih, mul_assoc, hl, show K + 1 + d - K = d + 1 by omega,
      show K + 1 + d - (K + 1) = d by omega,
      show K + 1 + d + (K + 1) = (K + 1 + d + K) + 1 by omega,
      Nat.factorial_succ d, Nat.factorial_succ (K + 1 + d + K)]
    push_cast
    rw [div_mul_eq_mul_div, div_eq_div_iff hd1 hd]
    ring

/-- For `K ≥ 1`, the product of `K² - (K-2i)²` over `i = 1, …, K-1` is
`4^(K-1) ((K-1)!)²`. -/
theorem denominator_product (K : ℕ) (hK : 1 ≤ K) :
    ∏ i ∈ range (K - 1), ((K : ℝ) ^ 2 - ((K : ℝ) - 2 * ((i : ℝ) + 1)) ^ 2) =
      4 ^ (K - 1) * ((K - 1)! : ℝ) ^ 2 := by
  obtain ⟨k, rfl⟩ : ∃ k, K = k + 1 := ⟨K - 1, by omega⟩
  simp only [Nat.add_sub_cancel]
  have h1 : ∏ i ∈ range k, ((i : ℝ) + 1) = (k ! : ℝ) := by
    exact_mod_cast Finset.prod_range_add_one_eq_factorial k
  -- the same factors in reverse order
  have h2 : ∏ i ∈ range k, ((k : ℝ) - i) = (k ! : ℝ) := by
    rw [← h1, ← Finset.prod_range_reflect (fun i : ℕ => (i : ℝ) + 1) k]
    refine Finset.prod_congr rfl fun i hi => ?_
    have hi' := Finset.mem_range.mp hi
    have e : k = (k - 1 - i) + i + 1 := by omega
    have e' : (k : ℝ) = ((k - 1 - i : ℕ) : ℝ) + i + 1 := by exact_mod_cast e
    show (k : ℝ) - i = ((k - 1 - i : ℕ) : ℝ) + 1
    linarith
  calc _ = ∏ i ∈ range k, (4 * (((i : ℝ) + 1) * ((k : ℝ) - i))) :=
        Finset.prod_congr rfl fun i _ => by push_cast; ring
    _ = _ := by
        rw [Finset.prod_mul_distrib, Finset.prod_mul_distrib, h1, h2, Finset.prod_const,
          Finset.card_range]
        ring

/-- For `1 ≤ K ≤ J` and `a ≠ 0`, the direct coupling `⟨K|V(RV)ⁿ|-K⟩` vanishes below order `K`
in the asymmetry; at order `K`, times `a^(K-1) 4^(K-1) ((K-1)!)²`, it is
`b^K (J+K)!/(J-K)!`. -/
theorem k_type_doubling (J K : ℕ) {a : ℝ} (b : ℝ) (hK : 1 ≤ K) (hKJ : K ≤ J) (ha : a ≠ 0) :
    (∀ n, n + 1 < K → chain J K a b n K = 0) ∧
      chain J K a b (K - 1) K * (a ^ (K - 1) * (4 ^ (K - 1) * ((K - 1)! : ℝ) ^ 2)) =
        b ^ K * (((J + K)! : ℝ) / ((J - K)! : ℝ)) := by
  constructor
  · intro n hn
    exact chain_above J K a b n K (by omega)
  · have h := chain_top J K b ha (K - 1) (by omega)
    have e : -(K : ℤ) + 2 * (((K - 1 : ℕ) : ℤ) + 1) = K := by omega
    rw [e, show K - 1 + 1 = K by omega, ladder_product J K hKJ, Finset.prod_mul_distrib,
      Finset.prod_const, Finset.card_range, denominator_product K hK] at h
    exact h

/-- For `1 ≤ K ≤ J`, `a ≠ 0` and `b ≠ 0`, the direct coupling of `|-K⟩` to `|K⟩` at order `K`
is not zero. -/
theorem coupling_ne_zero (J K : ℕ) {a b : ℝ} (hK : 1 ≤ K) (hKJ : K ≤ J) (ha : a ≠ 0)
    (hb : b ≠ 0) : chain J K a b (K - 1) K ≠ 0 := by
  intro h0
  have h := (k_type_doubling J K b hK hKJ ha).2
  rw [h0, zero_mul] at h
  exact mul_ne_zero (pow_ne_zero K hb)
    (div_ne_zero (by exact_mod_cast Nat.factorial_ne_zero (J + K))
      (by exact_mod_cast Nat.factorial_ne_zero (J - K))) h.symm

/-- For `K = 1` the first-order coupling of `|-1⟩` to `|1⟩` is `b J(J+1)`. -/
theorem coupling_one (J : ℕ) (a b : ℝ) :
    chain J 1 a b 0 1 = b * ((J : ℝ) * (J + 1)) := by
  have h : chain J 1 a b 0 1 = b * (ladder J (-1) * ladder J 0) * ket (-1) (-1) :=
    (asymmetry_top J b (ket (-1)) (-1) (ket_above (-1))).2
  have h1 : ladder J (-1) = √((J : ℝ) * (J + 1)) := by
    unfold ladder; congr 1; push_cast; ring
  have h2 : ladder J 0 = √((J : ℝ) * (J + 1)) := by
    unfold ladder; congr 1; push_cast; ring
  have h3 : ket (-1) (-1) = 1 := by simp [ket]
  rw [h, h1, h2, h3, Real.mul_self_sqrt (by positivity), mul_one]

end

end KTypeDoubling
```

`asymmetry_top` describes one action of $V$ on the highest occupied level. Induction then gives `chain_above`, the bound on $m$, and `chain_top`, the amplitude at that bound. In the latter, `hpos` shows that the intermediate level is not $\pm K$, `hr` cancels its denominator, and `linear_combination` joins this to the induction hypothesis.

The numerator turns on removing factors from both ends of a product. In `ladder_product`, `Finset.prod_range_succ` takes off the last factor, and `Finset.prod_range_succ'` takes off the first and shifts the index. The identity `e1` then turns the remaining product into the one for $K$, where the induction hypothesis applies. The two removed factors are equal square roots, which `Real.mul_self_sqrt` multiplies out.

`denominator_product` obtains its second factorial by reversing the order of the factors with `Finset.prod_range_reflect`. In the main theorem, the vanishing below order $K$ comes from `chain_above`, and the formula at order $K$ is `chain_top` at `n = K - 1` with both products inserted.

```lean
#print axioms KTypeDoubling.asymmetry_top
#print axioms KTypeDoubling.coupling_ne_zero
#print axioms KTypeDoubling.coupling_one
```

```
'KTypeDoubling.asymmetry_top' depends on axioms: [propext, Classical.choice, Quot.sound]
'KTypeDoubling.coupling_ne_zero' depends on axioms: [propext, Classical.choice, Quot.sound]
'KTypeDoubling.coupling_one' depends on axioms: [propext, Classical.choice, Quot.sound]
```
